# The zero-temperature differential conductance of a tunnel junction is its bare conductance times the integral of P(E) from zero to the bias energy

In this model of dynamical Coulomb blockade, with unit charge and zero temperature, the tunnel current at bias V is defined as g ∫₀^V (V − E) P(E) dE, where g is the bare conductance and P(E) the density for the environment to absorb energy E. The theorem says that the derivative of this current at V is g ∫₀^V P(E) dE, for any V strictly between 0 and Λ. It assumes that P is integrable from 0 to Λ and continuous on the open interval between them; P need be neither non-negative nor normalised. The proof writes the current near V as g times the difference of u ∫₀^u P(E) dE and ∫₀^u E P(E) dE, u being the bias, and differentiates that by the product rule and the fundamental theorem of calculus, whereupon the boundary terms V P(V) cancel.

The first attempt, which Lean rejects:

```lean
import Mathlib

open MeasureTheory Set Filter Topology

namespace DynamicalCoulombBlockade

noncomputable section

/-- Zero-temperature tunnel current at bias `V` (unit charge) through a junction of bare
conductance `g`, when the environment absorbs the energy `E` with density `P E`. -/
def tunnelCurrent (g : ℝ) (P : ℝ → ℝ) (V : ℝ) : ℝ :=
  g * ∫ E in (0 : ℝ)..V, (V - E) * P E

/-- If `P` is integrable from `0` to `Λ` and continuous on the open interval between them, then at a
bias `V` in that interval the differential conductance is the bare conductance times the integral of
the energy-exchange density from zero to `V`. -/
theorem hasDerivAt_tunnelCurrent {g Λ V : ℝ} {P : ℝ → ℝ}
    (hcont : ContinuousOn P (Ioo 0 Λ)) (hint : IntervalIntegrable P volume 0 Λ)
    (hV : V ∈ Ioo 0 Λ) :
    HasDerivAt (tunnelCurrent g P) (g * ∫ E in (0 : ℝ)..V, P E) V := by
  have hsub : ∀ u ∈ Ioo 0 Λ, IntervalIntegrable P volume 0 u := by
    intro u hu
    apply hint.mono_set
    rw [uIcc_of_le hu.1.le, uIcc_of_le (hu.1.trans hu.2).le]
    exact Icc_subset_Icc_right hu.2.le
  have hsub' : ∀ u ∈ Ioo 0 Λ, IntervalIntegrable (fun E => E * P E) volume 0 u :=
    fun u hu => (hsub u hu).continuousOn_mul continuousOn_id
  have hcont' : ContinuousOn (fun E => E * P E) (Ioo 0 Λ) := continuousOn_id.mul hcont
  have hnhds : Ioo 0 Λ ∈ 𝓝 V := Ioo_mem_nhds hV.1 hV.2
  -- the fundamental theorem of calculus for the two moments of `P`
  have h1 := intervalIntegral.integral_hasDerivAt_right (hsub V hV)
    (hcont.stronglyMeasurableAtFilter isOpen_Ioo V hV) (hcont.continuousAt hnhds)
  have h2 := intervalIntegral.integral_hasDerivAt_right (hsub' V hV)
    (hcont'.stronglyMeasurableAtFilter isOpen_Ioo V hV) (hcont'.continuousAt hnhds)
  have h3 := (((hasDerivAt_id' V).fun_mul h1).fun_sub h2).const_mul g
  have hev : tunnelCurrent g P =ᶠ[𝓝 V] fun u =>
      g * (u * (∫ E in (0 : ℝ)..u, P E) - ∫ E in (0 : ℝ)..u, E * P E) := by
    filter_upwards [hnhds] with u hu
    unfold tunnelCurrent
    rw [← intervalIntegral.integral_const_mul,
      ← intervalIntegral.integral_sub ((hsub u hu).const_mul u) (hsub' u hu)]
    simp only [sub_mul]
  -- the two boundary terms `V * P V` cancel
  exact (h3.congr_of_eventuallyEq hev).congr_deriv (by ring)

end

end DynamicalCoulombBlockade
```

Messages:

```
Main.lean:41:6: error: Tactic `rewrite` failed: Did not find an occurrence of the pattern
  (∫ (x : ℝ) in 0..u, u * P x) - ∫ (x : ℝ) in 0..u, x * P x
in the target expression
  ∫ (x : ℝ) in 0..u, g * ((u - x) * P x) = g * ((u * ∫ (E : ℝ) in 0..u, P E) - ∫ (E : ℝ) in 0..u, E * P E)

g Λ V : ℝ
P : ℝ → ℝ
hcont : ContinuousOn P (Ioo 0 Λ)
hint : IntervalIntegrable P volume 0 Λ
hV : V ∈ Ioo 0 Λ
hsub : ∀ u ∈ Ioo 0 Λ, IntervalIntegrable P volume 0 u
hsub' : ∀ u ∈ Ioo 0 Λ, IntervalIntegrable (fun E => E * P E) volume 0 u
hcont' : ContinuousOn (fun E => E * P E) (Ioo 0 Λ)
hnhds : Ioo 0 Λ ∈ 𝓝 V
h1 : HasDerivAt (fun u => ∫ (x : ℝ) in 0..u, P x) (P V) V
h2 : HasDerivAt (fun u => ∫ (x : ℝ) in 0..u, x * P x) (V * P V) V
h3 :
  HasDerivAt (fun y => g * ((y * ∫ (x : ℝ) in 0..y, P x) - ∫ (x : ℝ) in 0..y, x * P x))
    (g * ((1 * ∫ (x : ℝ) in 0..V, P x) + V * P V - V * P V)) V
u : ℝ
hu : u ∈ Ioo 0 Λ
⊢ ∫ (x : ℝ) in 0..u, g * ((u - x) * P x) = g * ((u * ∫ (E : ℝ) in 0..u, P E) - ∫ (E : ℝ) in 0..u, E * P E)
```

What went wrong. The error arises in showing that the two forms of the current agree. Read backwards, `intervalIntegral.integral_const_mul` takes a constant standing before an integral and moves it inside. It was meant to act on `u * ∫ P` on the right of the equation, but `g * ∫ (u - E) * P E` on the left also has the required shape, and `rw` met it first. So `g` went under the integral and `u` stayed outside, as the goal in the message shows. The next step, `intervalIntegral.integral_sub` read backwards, looks for a difference of integrals whose first integrand is `u * P x`, and there was none.

The repair works on the left side instead. `simp only [sub_mul]`, now moved to the front, expands the integrand into `u * P E - E * P E`. `integral_sub`, used forwards, splits the integral in two, and `integral_const_mul`, also forwards, takes `u` out of the first. In this direction the lemma needs a constant factor inside an integral, so `g`, which is already outside, can't be picked by mistake. The two sides are then identical, and `rw` closes the goal.

After these edits no error is left:

```diff
@@ -38,7 +38,7 @@
     filter_upwards [hnhds] with u hu
     unfold tunnelCurrent
-    rw [← intervalIntegral.integral_const_mul,
-      ← intervalIntegral.integral_sub ((hsub u hu).const_mul u) (hsub' u hu)]
     simp only [sub_mul]
+    rw [intervalIntegral.integral_sub ((hsub u hu).const_mul u) (hsub' u hu),
+      intervalIntegral.integral_const_mul]
   -- the two boundary terms `V * P V` cancel
   exact (h3.congr_of_eventuallyEq hev).congr_deriv (by ring)
```
